# For c > 0 the Schulz envelope exp(−2c(√(log x) − 1)) tends to zero, but more slowly than any inverse power of x

Q: I have density correlations from a simulation of a one-dimensional electron gas with 1/r repulsion. I take the amplitude of the oscillation whose period is the mean electron spacing, plot its logarithm against log x, and fit a straight line. The slope is my decay exponent. Is there anything wrong with that?

A: The fit presupposes a power law. If the amplitude follows the envelope that Schulz found for the harmonic, long-wavelength model of this gas, the slope drifts towards zero as the fitting window moves outwards, and no fixed exponent describes the tail. A plot against √(log x), with x in units of the model's short-distance cutoff, is then the one that gives a straight line. The mathematics behind this has been checked in Lean, for the envelope as a given function of distance.

Q: "As a given function" is where I become suspicious. Where does the physics enter?

A: In one integral. In the harmonic model, the modes between the short-distance cutoff and the distance x each add to the fluctuation of the phase that locates the electrons. With a short-range interaction, every logarithmic interval dt/t of length scale contributes equally, the total grows like log x, and the correlation is a power law. The 1/r repulsion makes the gas stiffer at long wavelengths, by a logarithm, and this suppresses the contribution from scale t by a factor 1/√(log t). Here x and t are lengths in units of the cutoff, and log is the natural logarithm. The accumulated fluctuation and the envelope are

Φ(x) = ∫ₑˣ dt/(t√(log t))

C(x) = exp(−c Φ(x))

The constant c stands for the strength of the quantum fluctuations relative to the repulsion: stronger repulsion means smaller c. In Lean, Φ is `phaseFluctuation` and C(x) is `correlation c x`.

```lean
import Mathlib

open Filter Topology

namespace SchulzCorrelations

noncomputable section

/-- The phase fluctuation accumulated between the distances `e` and `x`, for `x ≥ e`:
the integral of `1 / (t √(log t))`. -/
def phaseFluctuation (x : ℝ) : ℝ :=
  ∫ t in (Real.exp 1)..x, 1 / (t * √(Real.log t))

/-- The correlation envelope at distance `x ≥ e`: the exponential of `-c` times the
accumulated phase fluctuation. -/
def correlation (c x : ℝ) : ℝ :=
  Real.exp (-c * phaseFluctuation x)
```

Q: So the Hamiltonian is absent, and so is the oscillating factor.

A: Yes. Bosonisation, the suppression factor and the value of c are inputs, and the file starts from the integral they lead to. It treats an infinite system at zero temperature, with a smooth envelope and a sharp lower limit. What it does not do is put the answer into the definition: the square root of the logarithm in the exponent has to come out of the integral.

Q: Why does the integral start at e? Nature has no preference for that number.

A: It is a normalisation. It gives C(e) = 1 and keeps the integration away from t = 1, where the integrand blows up. Starting from another point above 1 would multiply C by a positive constant, which changes neither the decay nor the comparison with powers.

Q: Then do the integral.

A: By the chain rule, for t > 1,

d/dt [2√(log t)] = 2 · 1/(2√(log t)) · 1/t = 1/(t√(log t))

Lean follows the same route. It takes the derivative of the logarithm, passes it through the square root, multiplies by 2, and lets `field_simp` confirm that the result is the integrand. The condition `1 < t` makes log t positive, so that the square root is differentiable there.

```lean
/-- For `t > 1` the function `2 √(log t)` has derivative `1 / (t √(log t))`. -/
theorem hasDerivAt_two_sqrt_log {t : ℝ} (ht : 1 < t) :
    HasDerivAt (fun u : ℝ => 2 * √(Real.log u)) (1 / (t * √(Real.log t))) t := by
  have h0 : t ≠ 0 := (by linarith : 0 < t).ne'
  have hl := Real.log_pos ht
  have hs := (Real.sqrt_pos.2 hl).ne'
  have h := ((Real.hasDerivAt_log h0).sqrt hl.ne').const_mul 2
  refine h.congr_deriv ?_
  field_simp
```

The fundamental theorem of calculus now gives, since log e = 1,

Φ(x) = 2√(log x) − 2√(log e) = 2(√(log x) − 1)

The proof has to establish two things first. Every t between e and x must exceed 1, which follows from e ≥ 1 + 1; this is `hpos`. The integrand must also be integrable, and `hc` supplies that through continuity. The step named `key` then applies the fundamental theorem.

```lean
/-- For `x ≥ e` the accumulated phase fluctuation is `2 (√(log x) - 1)`. -/
theorem phaseFluctuation_eq {x : ℝ} (hx : Real.exp 1 ≤ x) :
    phaseFluctuation x = 2 * (√(Real.log x) - 1) := by
  have hpos : ∀ t ∈ Set.uIcc (Real.exp 1) x, 1 < t := by
    intro t ht
    rw [Set.uIcc_of_le hx] at ht
    linarith [ht.1, Real.add_one_le_exp (1 : ℝ)]
  -- the integrand is continuous, since the interval stays away from t = 1
  have hc : ContinuousOn (fun t : ℝ => 1 / (t * √(Real.log t)))
      (Set.uIcc (Real.exp 1) x) := by
    intro t ht
    have h1 := hpos t ht
    have h0 : t ≠ 0 := (by linarith : 0 < t).ne'
    have hs := (Real.sqrt_pos.2 (Real.log_pos h1)).ne'
    exact (continuousAt_const.div (continuousAt_id.mul (Real.continuousAt_log h0).sqrt)
      (mul_ne_zero h0 hs)).continuousWithinAt
  -- fundamental theorem of calculus
  have key := intervalIntegral.integral_eq_sub_of_hasDerivAt
    (fun t ht => hasDerivAt_two_sqrt_log (hpos t ht)) hc.intervalIntegrable
  rw [phaseFluctuation, key, Real.log_exp, Real.sqrt_one]
  ring
```

Putting this into the exponential gives the closed form

C(x) = exp(−2c(√(log x) − 1))

which Lean obtains by rewriting with the previous result. It holds for every real c and already at x = e, where both sides are 1.

```lean
/-- For `x ≥ e` the correlation envelope equals `exp (-2c (√(log x) - 1))`. -/
theorem correlation_eq (c : ℝ) {x : ℝ} (hx : Real.exp 1 ≤ x) :
    correlation c x = Real.exp (-2 * c * (√(Real.log x) - 1)) := by
  rw [correlation, phaseFluctuation_eq hx]
  congr 1
  ring
```

Q: How does this bear on my log-log plot?

A: Your horizontal axis is s = log x. On it,

log C = −2c(√s − 1)

d(log C)/ds = −2c · 1/(2√s) = −c/√s

That is the local slope you would fit. For c = 1 it is −1/2 at s = 4, where x is about 55, and −1/4 at s = 16, where x is about nine million. The exponent fades, but slowly enough that one window of data can look convincingly straight.

In the Lean statement the function being differentiated is `Real.log (correlation c (Real.exp u))`, so the slope belongs to the envelope defined by the integral. The proof differentiates the closed form and transfers the result, which is legitimate because the two functions agree in a neighbourhood of s. The assumption `1 < s` provides that neighbourhood.

```lean
/-- On the logarithmic length scale `s = log x`, with `s > 1`, the logarithm of the
correlation envelope has slope `-c / √s`. -/
theorem running_exponent (c : ℝ) {s : ℝ} (hs : 1 < s) :
    HasDerivAt (fun u : ℝ => Real.log (correlation c (Real.exp u))) (-c / √s) s := by
  have hs0 : s ≠ 0 := (by linarith : 0 < s).ne'
  have h : HasDerivAt (fun u : ℝ => -2 * c * (√u - 1)) (-2 * c * (1 / (2 * √s))) s :=
    ((Real.hasDerivAt_sqrt hs0).sub_const 1).const_mul (-2 * c)
  refine (h.congr_of_eventuallyEq ?_).congr_deriv ?_
  · filter_upwards [eventually_gt_nhds hs] with u hu
    simp only [correlation_eq c (Real.exp_le_exp.2 hu.le), Real.log_exp]
  · ring
```

Q: A slope that tends to zero could also belong to a function that levels off at a constant. That would be true crystalline order. How do you exclude it?

A: By showing that C tends to zero, and the file shows rather more. Let n be a natural number, and set y = √(log x) and u = 2cy. Then log x = y², and

(log x)ⁿ C(x) = y²ⁿ exp(−2cy + 2c) = [exp(2c)/(2c)²ⁿ] · u²ⁿ exp(−u)

As x → ∞, so does u, because c > 0. The exponential beats the power, and the product tends to zero. So C decays faster than any inverse natural power of log x, and n = 0 says that C itself vanishes at infinity.

In the code, `hu` states that u grows without bound, and `h` is the known limit of a power times exp(−u), composed with `hu` and multiplied by the constant prefactor. The remaining lines show that this expression equals the one in the theorem as soon as x ≥ e, which is enough for a limit at infinity.

```lean
/-- For `c > 0` the correlation envelope decays faster than every inverse natural power
of `log x`. -/
theorem faster_than_log_powers {c : ℝ} (hc : 0 < c) (n : ℕ) :
    Tendsto (fun x : ℝ => Real.log x ^ n * correlation c x) atTop (𝓝 0) := by
  have hu : Tendsto (fun x : ℝ => 2 * c * √(Real.log x)) atTop atTop :=
    (Real.tendsto_sqrt_atTop.comp Real.tendsto_log_atTop).const_mul_atTop (by positivity)
  -- in the variable u = 2c √(log x) this is a power times exp (-u)
  have h := ((Real.tendsto_pow_mul_exp_neg_atTop_nhds_zero (2 * n)).comp hu).const_mul
    (Real.exp (2 * c) / (2 * c) ^ (2 * n))
  rw [mul_zero] at h
  refine h.congr' ?_
  filter_upwards [eventually_ge_atTop (Real.exp 1)] with x hx
  have hl : 0 ≤ Real.log x :=
    Real.log_nonneg (by linarith [Real.add_one_le_exp (1 : ℝ)])
  have hsq : √(Real.log x) ^ (2 * n) = Real.log x ^ n := by
    rw [pow_mul, Real.sq_sqrt hl]
  have he : Real.exp (-2 * c * (√(Real.log x) - 1))
      = Real.exp (2 * c) * Real.exp (-(2 * c * √(Real.log x))) := by
    rw [← Real.exp_add]
    congr 1
    ring
  have hK : (2 * c) ^ (2 * n) ≠ 0 := by positivity
  simp only [Function.comp_apply]
  rw [correlation_eq c hx, he, ← hsq, mul_pow (2 * c) (√(Real.log x)),
    div_mul_eq_mul_div, div_eq_iff hK]
  ring
```

Q: Now the claim I find hardest to believe: slower than every power, even x to the minus one thousandth.

A: Take any real a > 0. With the same y we have x = exp(y²), so xᵃ = exp(ay²), and

xᵃ C(x) = exp(ay² − 2cy + 2c) = exp(y(ay − 2c) + 2c)

The quadratic term wins in the end. To be precise, once y ≥ 0 and y ≥ (2c + 1)/a, the bracket ay − 2c is at least 1, so

y(ay − 2c) ≥ y

and the right-hand side grows without bound. The exponent therefore diverges to +∞, and so does its exponential.

Lean's `h1` is exactly this comparison with y; `nlinarith` finds the inequality from the product of two non-negative quantities. Next, `h2` adds the constant 2c, and `hy` substitutes y = √(log x). The closing `linear_combination` uses y² = log x to match the exponents.

```lean
/-- For every `a > 0` the product of `x ^ a` and the correlation envelope grows without
bound at large distance. -/
theorem slower_than_power (c : ℝ) {a : ℝ} (ha : 0 < a) :
    Tendsto (fun x : ℝ => x ^ a * correlation c x) atTop atTop := by
  -- the quadratic term a y² wins over the linear term 2 c y
  have h1 : Tendsto (fun y : ℝ => y * (a * y - 2 * c)) atTop atTop := by
    refine tendsto_atTop_mono' _ ?_ tendsto_id
    filter_upwards [eventually_ge_atTop (0 : ℝ),
      eventually_ge_atTop ((2 * c + 1) / a)] with y h0 hy
    have h2 := (div_le_iff₀ ha).1 hy
    simp only [id]
    nlinarith [mul_nonneg h0 (sub_nonneg.2 h2)]
  have h2 : Tendsto (fun y : ℝ => y * (a * y - 2 * c) + 2 * c) atTop atTop :=
    tendsto_atTop_add_const_right _ _ h1
  have hy := Real.tendsto_sqrt_atTop.comp Real.tendsto_log_atTop
  refine (Real.tendsto_exp_atTop.comp (h2.comp hy)).congr' ?_
  filter_upwards [eventually_ge_atTop (Real.exp 1)] with x hx
  have hx0 : 0 < x := lt_of_lt_of_le (Real.exp_pos 1) hx
  have hl : 0 ≤ Real.log x :=
    Real.log_nonneg (by linarith [Real.add_one_le_exp (1 : ℝ)])
  simp only [Function.comp_apply]
  rw [correlation_eq c hx, Real.rpow_def_of_pos hx0, ← Real.exp_add]
  congr 1
  linear_combination a * Real.sq_sqrt hl
```

Q: With a that small, at what distance would I notice?

A: Possibly at none you can reach. The exponent ay² − 2cy falls until y = c/a, so when c > a the product xᵃC(x) first decreases, and turns upwards only at log x = (c/a)². For c = 1 and a = 1/10 that means log x = 100. The theorem is about the limit for each fixed a, and the distance at which the growth sets in depends on a. It doesn't tell you that a finite sample will look different from a small power.

Q: Let me read the final statement, then, and say where the words and the symbols might part.

```lean
/-- For `c > 0` the correlation envelope equals `exp (-2c (√(log x) - 1))` beyond `x = e`
and tends to zero, yet its product with `x ^ a` diverges for every `a > 0`. -/
theorem schulz_decay {c : ℝ} (hc : 0 < c) :
    (∀ x : ℝ, Real.exp 1 < x →
      correlation c x = Real.exp (-2 * c * (√(Real.log x) - 1))) ∧
    Tendsto (correlation c) atTop (𝓝 0) ∧
    ∀ a : ℝ, 0 < a → Tendsto (fun x : ℝ => x ^ a * correlation c x) atTop atTop := by
  refine ⟨fun x hx => correlation_eq c hx.le, ?_, fun a ha => slower_than_power c ha⟩
  -- the zeroth power of the logarithm gives plain decay
  simpa only [pow_zero, one_mul] using faster_than_log_powers hc 0

end

end SchulzCorrelations
```

```lean
#print axioms SchulzCorrelations.running_exponent
-- 'SchulzCorrelations.running_exponent' depends on axioms: [propext, Classical.choice, Quot.sound]
#print axioms SchulzCorrelations.faster_than_log_powers
-- 'SchulzCorrelations.faster_than_log_powers' depends on axioms: [propext, Classical.choice, Quot.sound]
#print axioms SchulzCorrelations.schulz_decay
-- 'SchulzCorrelations.schulz_decay' depends on axioms: [propext, Classical.choice, Quot.sound]
```

A: It assumes `0 < c` and has three parts. The first says that for every real x above e the envelope equals the closed form. The second, `Tendsto (correlation c) atTop (𝓝 0)`, says that C(x) → 0 as x → ∞. The third says that for every real a > 0 the product `x ^ a * correlation c x` exceeds any bound once x is large enough. The exponent a is a real number, so fractional powers are included. The proof collects the earlier results and takes the decay from the logarithmic bound with n = 0.

Q: Does c have to be strictly positive?

A: For the decay, yes: the assumption can't be relaxed to c ≥ 0. At c = 0 the envelope is

C(x) = exp(0) = 1

for all x, and it does not tend to zero. Physically, the fluctuations have been switched off and the order is perfect. The other two parts survive: the closed form also gives 1, and xᵃ · 1 still diverges for a > 0. In fact the divergence holds for every real c, negative values included, because ay² outgrows 2cy whatever the value of c. So `slower_than_power` carries no condition on c.

Q: And a > 0?

A: It can't be relaxed to a ≥ 0 either. At a = 0 the product is C(x) itself, which for c > 0 tends to zero instead of infinity.

Q: Then my remaining objection is to the name. "Schulz correlations" suggests a statement about electrons.

A: The objection is fair. What has been proved concerns the envelope that the harmonic theory assigns to one Fourier component of the density correlations. Whether your simulated gas follows that envelope, and from what distance on, is a question for the data and for the theory that leads to the integral.

Q: What should I change in my analysis?

A: Plot the logarithm of the amplitude against √(log x) as well as against log x, with x in units of the cutoff. The unit matters: on the log-log plot it only shifts the curve, but under the square root it changes the shape, so a cutoff that you don't know has to be fitted along with c. If the envelope applies, the first plot has slope −2c, while the second bends with local slope −c/√(log x). Use distances well above the cutoff and well below the system size, since the formula knows nothing of either end. If you do quote an exponent from the log-log plot, quote the window with it, because within this model the number belongs to the window.
